# Two perpendicular mirrors imply the third for a polar rank-4 tensor in three dimensions

When the elastic constants of a crystal of class $mm2$ are fitted to computed stresses, components such as $C_{xxyz}$ and $C_{xxxy}$ can be set to zero before the fit. The crystal has mirrors $x\to-x$ and $y\to-y$ but no mirror $z\to-z$, yet its stiffness tensor is invariant under all three. The reason is a parity count on the indices. If a real polar rank-4 tensor, one with no extra sign change under reflections, is invariant under the first two mirrors, it is invariant under the third, and $C_{ijkl}$ vanishes unless each axis occurs an even number of times among $i,j,k,l$.

The invariance of the tensor is a hypothesis here. Physically it stands for Neumann's principle: a property tensor of a crystal has at least the symmetry of the crystal's point group. The Cartesian axes are taken along the normals of the mirrors.

```lean
import Mathlib

open Finset

namespace MirrorSymmetryOfTensors

noncomputable section
```

## Tensors as arrays of components

Let $n$ be the dimension of space and $r$ the rank. An index string $i=(i_0,\dots,i_{r-1})$ assigns one of the axes $0,\dots,n-1$ to each of the $r$ index positions, and a tensor $T$ assigns a real number $T_i$ to each string. In three dimensions the axes $0,1,2$ are $x,y,z$.

In Lean a string is a function `Fin r → Fin n`, and `Tensor r n` is the type of real functions of such strings. No relation between components is built in. In particular, the stiffness symmetries $C_{ijkl}=C_{jikl}=C_{ijlk}$ and $C_{ijkl}=C_{klij}$ are not assumed, so the result holds for any real polar rank-4 tensor and not only for elastic ones.

```lean
/-- A real tensor of rank `r` on `n`-dimensional space, given by its Cartesian components. -/
abbrev Tensor (r n : ℕ) := (Fin r → Fin n) → ℝ
```

Under a matrix $Q$ each index is contracted with one factor of $Q$:

$$T'_i=\sum_j\Big(\prod_{a=0}^{r-1}Q_{i_a j_a}\Big)T_j ,$$

where $j$ runs over all index strings. For rank 4 this is the familiar $C'_{ijkl}=\sum_{pqst}Q_{ip}Q_{jq}Q_{ks}Q_{lt}\,C_{pqst}$. There is no extra factor $\det Q$, so the law is that of a polar tensor, such as polarization, strain or stiffness. Pseudotensors, which change sign additionally under a reflection, are not covered.

```lean
variable {r n : ℕ}

/-- The transformation law of a tensor: every index is contracted with one factor of `Q`. -/
def transform (Q : Matrix (Fin n) (Fin n) ℝ) (T : Tensor r n) : Tensor r n :=
  fun i => ∑ j : Fin r → Fin n, (∏ a, Q (i a) (j a)) * T j
```

A tensor is invariant under $Q$ if $T'_i=T_i$ for every string $i$. The definition states this as an equality of two functions.

```lean
/-- The tensor has the same components before and after the transformation `Q`. -/
def IsInvariant (Q : Matrix (Fin n) (Fin n) ℝ) (T : Tensor r n) : Prop :=
  transform Q T = T
```

The mirror of axis $m$ reverses the coordinate along $m$ and keeps the others. Its matrix is diagonal,

$$(M_m)_{kl}=s_k\,\delta_{kl},\qquad s_m=-1,\quad s_k=1\ \text{ for } k\neq m .$$

Thus `mirror 0`, `mirror 1` and `mirror 2` in three dimensions are $x\to-x$, $y\to-y$ and $z\to-z$.

```lean
/-- The mirror that reverses the coordinate `m` and keeps all others. -/
def mirror (m : Fin n) : Matrix (Fin n) (Fin n) ℝ :=
  Matrix.diagonal fun k => if k = m then -1 else 1
```

The parity argument needs the number of times an axis occurs in a string. Write

$$N_m(i)=\#\{a : i_a=m\}.$$

For the string $xxyz$ these numbers are $N_0=2$, $N_1=1$ and $N_2=1$. In the code $N_m(i)$ is `occ i m`.

```lean
/-- The number of times the axis `m` occurs in the index string `i`. -/
def occ (i : Fin r → Fin n) (m : Fin n) : ℕ :=
  (univ.filter fun a => i a = m).card
```

One family of examples will be used later: the tensor $A^{(p)}$ whose component is 1 if all indices equal $p$, and 0 otherwise. The word "axial" in its Lean name means "along an axis" and does not refer to pseudotensors.

```lean
/-- The tensor whose only nonzero component has all indices equal to `p`. -/
def axialTensor (r : ℕ) (p : Fin n) : Tensor r n :=
  fun i => if ∀ a, i a = p then 1 else 0
```

## The sign of a component under one mirror

Insert $M_m$ into the transformation law. If $j\neq i$, the two strings differ at some position $a$, and the factor $(M_m)_{i_a j_a}$ is an off-diagonal element of a diagonal matrix, hence zero. Only $j=i$ survives:

$$T'_i=\Big(\prod_a s_{i_a}\Big)T_i=(-1)^{N_m(i)}\,T_i ,$$

because the product contains one factor $-1$ for each position that holds $m$, and factors 1 elsewhere.

The proof follows the same route. `Finset.sum_eq_single i` reduces the sum to its term at $i$ and asks for a proof that the other terms vanish. The surviving product is evaluated with `Finset.prod_ite`, which separates the positions with $i_a=m$ from the rest. For the other terms, `Function.ne_iff` supplies the position where the strings differ, and one zero factor makes the whole product zero.

```lean
/-- A mirror multiplies each component by one factor `-1` per occurrence of its axis. -/
theorem transform_mirror (m : Fin n) (T : Tensor r n) (i : Fin r → Fin n) :
    transform (mirror m) T i = (-1) ^ occ i m * T i := by
  unfold transform
  rw [Finset.sum_eq_single i]
  · have h : ∏ a, mirror m (i a) (i a) = (-1 : ℝ) ^ occ i m := by
      simp [mirror, occ, Finset.prod_ite]
    rw [h]
  · -- the mirror is diagonal, so different index strings do not mix
    intro j _ hj
    obtain ⟨a, ha⟩ := Function.ne_iff.mp hj
    have h : ∏ b, mirror m (i b) (j b) = 0 :=
      Finset.prod_eq_zero (Finset.mem_univ a) (Matrix.diagonal_apply_ne _ (Ne.symm ha))
    rw [h, zero_mul]
  · intro h
    exact absurd (Finset.mem_univ i) h
```

## Invariance as a parity rule

Suppose that $T$ is invariant under $M_m$. If $N_m(i)$ is odd, the sign formula gives $T_i=-T_i$, so $T_i=0$. Every nonzero component therefore has $N_m(i)$ even.

Conversely, suppose that $N_m(i)$ is even for every nonzero component. A nonzero component is then multiplied by $+1$, and a zero component stays zero whatever its sign factor. Hence $T'=T$, and

$$T \text{ is invariant under } M_m\iff \big(T_i\neq0\ \Rightarrow\ N_m(i)\ \text{even}\big)\ \text{for all } i .$$

The two halves of the Lean proof are these two paragraphs. In the first, `linarith` derives $T_i=0$ from $-T_i=T_i$, which contradicts $T_i\neq0$; in the second, the cases $T_i=0$ and $T_i\neq0$ are treated separately.

```lean
/-- A tensor is invariant under a mirror exactly when the axis of the mirror occurs an even
number of times in the indices of every nonzero component. -/
theorem invariant_mirror_iff (m : Fin n) (T : Tensor r n) :
    IsInvariant (mirror m) T ↔ ∀ i, T i ≠ 0 → Even (occ i m) := by
  constructor
  · intro h i hi
    by_contra ho
    rw [Nat.not_even_iff_odd] at ho
    have h1 : transform (mirror m) T i = T i := congrFun h i
    -- an odd component equals its own negative
    rw [transform_mirror, ho.neg_one_pow] at h1
    exact hi (by linarith)
  · intro h
    unfold IsInvariant
    funext i
    rw [transform_mirror]
    by_cases hi : T i = 0
    · simp [hi]
    · rw [(h i hi).neg_one_pow, one_mul]
```

## The last axis has no freedom of parity

Each of the $r$ positions in a string holds exactly one axis. Counting the positions axis by axis gives

$$\sum_{m}N_m(i)=r .$$

The lemma in Mathlib that does this counts a finite set by the fibres of a map, here the map $a\mapsto i_a$ from positions to axes.

```lean
/-- The occurrence numbers of all axes in an index string add up to the rank. -/
theorem sum_occ (i : Fin r → Fin n) : ∑ m, occ i m = r := by
  have h := Finset.card_eq_sum_card_fiberwise (f := i) (s := Finset.univ)
    (t := Finset.univ) (fun a _ => by simp)
  rw [Finset.card_fin] at h
  exact h.symm
```

Now let $r$ be even, and let $T$ be invariant under the mirrors of all axes except possibly one axis $p$. Take a nonzero component $T_i$. By the parity rule $N_m(i)$ is even for every $m\neq p$. The remaining number is

$$N_p(i)=r-\sum_{m\neq p}N_m(i),$$

an even number minus an even number, so it is even too. Every axis thus occurs evenly in every nonzero component. In the other direction, if every axis occurs evenly in each nonzero component, the parity rule gives invariance under each mirror.

The theorem states this as an equivalence in any dimension that has an axis $p$, and for any even rank. In one dimension there are no other mirrors and the left side holds for every tensor; the right side does as well, since the only axis then occurs $r$ times. For rank 0, a scalar, all occurrence numbers are zero and both sides hold.

In the code, `hs` splits the total into $N_p(i)$ and the sum over the other axes, `he` says that the latter sum is even, and `Nat.even_add` transfers the parity of the total to $N_p(i)$. Working with the sum avoids the subtraction written above.

```lean
/-- A tensor of even rank is invariant under all coordinate mirrors except possibly that of `p`
exactly when every axis, `p` included, occurs evenly in each nonzero component. -/
theorem invariant_other_mirrors_iff (hr : Even r) (p : Fin n) (T : Tensor r n) :
    (∀ m, m ≠ p → IsInvariant (mirror m) T) ↔ ∀ i, T i ≠ 0 → ∀ m, Even (occ i m) := by
  constructor
  · intro h i hi
    have hother : ∀ m, m ≠ p → Even (occ i m) := fun m hm =>
      (invariant_mirror_iff m T).mp (h m hm) i hi
    -- the remaining occurrence number is an even rank minus an even sum
    have hs : occ i p + ∑ k ∈ univ.erase p, occ i k = r :=
      (Finset.add_sum_erase univ (occ i) (Finset.mem_univ p)).trans (sum_occ i)
    have he : Even (∑ k ∈ univ.erase p, occ i k) :=
      even_iff_two_dvd.mpr (Finset.dvd_sum fun k hk =>
        even_iff_two_dvd.mp (hother k (Finset.ne_of_mem_erase hk)))
    have ht : Even (occ i p + ∑ k ∈ univ.erase p, occ i k) := by
      rw [hs]
      exact hr
    have hp : Even (occ i p) := (Nat.even_add.mp ht).mpr he
    intro m
    by_cases hm : m = p
    · rw [hm]
      exact hp
    · exact hother m hm
  · intro h m _
    exact (invariant_mirror_iff m T).mpr fun i hi => h i hi m
```

## The rank-4 tensor in three dimensions

Set $r=4$, $n=3$ and $p=2$, the $z$ axis. The mirrors of the other axes are $x\to-x$ and $y\to-y$, which are the two hypotheses `hx` and `hy`. The equivalence then says that each axis occurs evenly in every nonzero component of $C$. Both conclusions follow:

- Since $z$ occurs evenly in each nonzero component, the parity rule for $m=2$ gives invariance under $z\to-z$.
- If some axis occurs an odd number of times among $i,j,k,l$, then $C_{ijkl}$ cannot be nonzero.

For $C_{xxyz}$ the $y$ mirror alone gives $C_{xxyz}=-C_{xxyz}$. For $C_{xxxy}$ either of the two mirrors does so.

The theorem writes $C_{ijkl}$ as `C ![i, j, k, l]`, where `![i, j, k, l]` is the string with these four entries. The condition `∃ m, Odd (occ ![i, j, k, l] m)` says that at least one axis occurs an odd number of times. In the proof, `fin_cases m` runs through the three axes: the first two are settled by the hypotheses, and the third is excluded because it is $p$ itself.

```lean
/-- A rank-4 tensor on three-dimensional space that is invariant under the mirrors `x → -x` and
`y → -y` is invariant under `z → -z`, and its component `C_ijkl` vanishes whenever some axis
occurs an odd number of times among `i, j, k, l`. -/
theorem third_mirror_and_selection_rule (C : Tensor 4 3)
    (hx : IsInvariant (mirror 0) C) (hy : IsInvariant (mirror 1) C) :
    IsInvariant (mirror 2) C ∧
      ∀ i j k l : Fin 3, (∃ m, Odd (occ ![i, j, k, l] m)) → C ![i, j, k, l] = 0 := by
  have h := (invariant_other_mirrors_iff (by decide) 2 C).mp (by
    intro m hm
    fin_cases m
    · exact hx
    · exact hy
    · exact absurd rfl hm)
  constructor
  · exact (invariant_mirror_iff 2 C).mpr fun i hi => h i hi 2
  · rintro i j k l ⟨m, hm⟩
    by_contra hc
    exact (Nat.not_even_iff_odd.mpr hm) (h _ hc m)
```

For an electronic-structure calculation of linear elastic constants in a homogeneous crystal with these two mirrors, the result identifies components that need no computation and supplies a check on those computed without imposing symmetry. It gives neither the values of the remaining components nor relations among them.

## How many components remain

A string of four indices in which every axis occurs evenly has one of two forms. Either all four indices are equal, which gives 3 strings, or two different axes occur twice each. There are 3 pairs of axes and $\binom{4}{2}=6$ arrangements for each pair, so

$$3+3\cdot 6=21$$

of the $3^4=81$ strings are allowed. This is a count of index strings, not of independent constants: $xxyy$ and $yyxx$ are counted separately, although a stiffness tensor has equal components there. Lean obtains the number by evaluating the parity condition on all the strings, with `decide +kernel`.

```lean
/-- Of the index strings of a rank-4 tensor on three-dimensional space, exactly 21 contain
every axis an even number of times. -/
theorem card_allowed_components :
    (univ.filter fun i : Fin 4 → Fin 3 => ∀ m, Even (occ i m)).card = 21 := by
  decide +kernel
```

## A tensor that has the two mirrors

The tensor $A^{(p)}$ has its only nonzero component at the string $pp\cdots p$. An axis $m\neq p$ does not occur there at all, so $N_m=0$, which is even. By the parity rule $A^{(p)}$ is invariant under the mirror of every axis other than $p$, for any rank.

The proof first deduces from $A^{(p)}_i\neq0$ that all indices equal $p$, and then computes the occurrence number.

```lean
/-- The tensor with a single component along the axis `p` is invariant under the mirror of
every other axis, whatever its rank. -/
theorem axialTensor_invariant (r : ℕ) {p m : Fin n} (hm : m ≠ p) :
    IsInvariant (mirror m) (axialTensor r p) := by
  rw [invariant_mirror_iff]
  intro i hi
  have hall : ∀ a, i a = p := by
    by_contra hn
    exact hi (if_neg hn)
  have h0 : occ i m = 0 := by
    simp [occ, hall, Ne.symm hm]
  rw [h0]
  exact Even.zero
```

With rank 4 and $p=2$ this is the tensor with $C_{zzzz}=1$ and all other components zero. It is nonzero and satisfies both hypotheses of the rank-4 theorem, so that theorem is not merely a statement about the zero tensor. It serves as a mathematical example and is not a model of a stable solid, which would also resist shear.

```lean
/-- The rank-4 tensor with the single component `C_zzzz = 1` is nonzero and invariant under the
mirrors `x → -x` and `y → -y`. -/
theorem third_mirror_witness :
    axialTensor 4 (2 : Fin 3) ≠ 0 ∧ IsInvariant (mirror 0) (axialTensor 4 (2 : Fin 3)) ∧
      IsInvariant (mirror 1) (axialTensor 4 (2 : Fin 3)) := by
  refine ⟨fun h => ?_, axialTensor_invariant 4 (by decide), axialTensor_invariant 4 (by decide)⟩
  have h1 := congrFun h (fun _ => 2)
  simp [axialTensor] at h1
```

## Odd rank

For odd $r$ the parity count leaves the last axis with an odd occurrence number, and the conclusion fails. The tensor $A^{(p)}$ shows this. It is still invariant under all mirrors other than that of $p$, but its nonzero component has $N_p=r$, so the mirror of $p$ reverses it:

$$A^{(p)}_{pp\cdots p}=1\ \longrightarrow\ (-1)^r=-1 .$$

The rank-1 case in three dimensions, with $p=2$, is a vector along $z$. A spontaneous polarization in that direction is compatible with the mirrors $x\to-x$ and $y\to-y$ and is reversed by $z\to-z$. A crystal of class $mm2$ can therefore be polar along $z$ while its stiffness tensor is unchanged by the $z$ mirror.

In the proof, the parity rule is applied to the constant string `fun _ => p`. It would require $r$ to be even, against the hypothesis `hr`.

```lean
/-- For every odd rank, the tensor with a single component along `p` is invariant under the
mirrors of all other axes but not under the mirror of `p`. -/
theorem odd_rank_counterexample (hr : Odd r) (p : Fin n) :
    (∀ m, m ≠ p → IsInvariant (mirror m) (axialTensor r p)) ∧
      ¬ IsInvariant (mirror p) (axialTensor r p) := by
  refine ⟨fun m hm => axialTensor_invariant r hm, fun h => ?_⟩
  -- the surviving component carries the index `p` exactly `r` times
  have h1 := (invariant_mirror_iff p _).mp h (fun _ => p) (by simp [axialTensor])
  have h2 : occ (fun _ : Fin r => p) p = r := by simp [occ]
  rw [h2] at h1
  exact (Nat.not_even_iff_odd.mpr hr) h1

end

end MirrorSymmetryOfTensors
```

```lean
#print axioms MirrorSymmetryOfTensors.third_mirror_and_selection_rule
#print axioms MirrorSymmetryOfTensors.card_allowed_components
#print axioms MirrorSymmetryOfTensors.odd_rank_counterexample
```

```
'MirrorSymmetryOfTensors.third_mirror_and_selection_rule' depends on axioms: [propext, Classical.choice, Quot.sound]
'MirrorSymmetryOfTensors.card_allowed_components' depends on axioms: [propext, Classical.choice, Quot.sound]
'MirrorSymmetryOfTensors.odd_rank_counterexample' depends on axioms: [propext, Classical.choice, Quot.sound]
```
